# For slow quenches, the Landau–Zener kink density falls as the inverse square root of the quench time

How does the density of kinks (domain walls) left by a slow quench of a transverse-field Ising chain through its critical point change when the quench is made $c$ times longer? In the model below, which describes an infinite chain by independent pairs of fermion modes with Landau–Zener excitation probabilities, it is multiplied by a factor that tends to $1/\sqrt c$ in the limit of slow quenches.

## From avoided crossings to a power law

Take the transverse-field Ising chain $H=-J\sum_j(\sigma^z_j\sigma^z_{j+1}+g\,\sigma^x_j)$ with $J>0$, Pauli matrices $\sigma$ and unit lattice spacing. Start in the ground state at a field $g\gg1$, and lower $g$ linearly to zero at the rate $1/\tau_Q$. The quench time $\tau_Q$ is thus the time in which $g$ falls by 1; for a fixed initial field it is proportional to the total duration of the quench. A pair of fermion modes with momenta $\pm k$ forms a two-level system with an avoided crossing at $g=\cos k$, where the gap is $4J|\sin k|$. This gap tends to zero as $k\to0$, where the crossing lies at the critical field $g=1$. The diabatic levels separate at the rate $4J/\tau_Q$. The Landau–Zener formula, derived for a sweep that extends far to both sides of the crossing, is used here as an approximation to the excitation probability:

$$P(\tau,k)=e^{-2\pi\tau\sin^2 k},\qquad \tau=\frac{J\tau_Q}{\hbar}.$$

Only modes with $|k|\le\pi/2$ reach their crossing by the time the field vanishes, and the others are counted as unexcited. Each excited mode contributes one kink, so the density per site is

$$n(\tau)=\frac1{2\pi}\int_{-\pi/2}^{\pi/2}P(\tau,k)\,dk .$$

The formula for $P$ and the momentum window are the physical input; what follows is a derivation from them. The general Kibble–Zurek argument, which obtains the power from critical exponents, is not used.

At $\tau=0$ the integrand is 1 and the window has length $\pi$, so $n(0)=1/2$. If $s<t$, then $P(t,k)\le P(s,k)$, strictly wherever $\sin k\neq0$. Since both functions are continuous, $n(t)<n(s)$.

For slow quenches, substitute $k=x/\sqrt\tau$:

$$\sqrt\tau\,n(\tau)=\frac1{2\pi}\int_{-\infty}^{\infty}f_\tau(x)\,dx,$$

where $f_\tau(x)=e^{-2\pi\tau\sin^2(x/\sqrt\tau)}$ for $|x|\le\pi\sqrt\tau/2$ and $f_\tau(x)=0$ elsewhere.

Jordan's inequality, $|\sin k|\ge 2|k|/\pi$ on the window, gives $P(\tau,k)\le e^{-(8/\pi)\tau k^2}$. In the rescaled variable this reads $f_\tau(x)\le e^{-(8/\pi)x^2}$, a bound independent of $\tau$. The Gaussian integrates to $\sqrt{\pi^2/8}=\pi/(2\sqrt2)$, so for every $\tau>0$

$$n(\tau)\le\frac{1}{2\pi\sqrt\tau}\cdot\frac{\pi}{2\sqrt2}=\frac1{4\sqrt{2\tau}}.$$

At fixed $x$, $\sqrt\tau\sin(x/\sqrt\tau)\to x$ as $\tau\to\infty$, and the growing window eventually contains $x$. Hence $f_\tau(x)\to e^{-2\pi x^2}$. The uniform Gaussian bound permits the limit to be taken under the integral:

$$\sqrt\tau\,n(\tau)\to\frac1{2\pi}\int_{-\infty}^{\infty}e^{-2\pi x^2}dx=\frac1{2\pi\sqrt2}.$$

Finally, for $c>0$,

$$\frac{n(c\tau)}{n(\tau)}=\frac1{\sqrt c}\,\frac{\sqrt{c\tau}\,n(c\tau)}{\sqrt\tau\,n(\tau)}\to\frac1{\sqrt c},$$

because numerator and denominator of the second fraction have the same nonzero limit.

## The model in Lean

```lean
import Mathlib

open MeasureTheory Filter Topology Set
open scoped Real

namespace KibbleZurekKinks

noncomputable section
```

The probability $P(\tau,k)$ is an explicit function of two real numbers. Units have already been absorbed into `τ`.

```lean
/-- Landau-Zener excitation probability of the mode with momentum `k` after a quench of
dimensionless duration `τ`. -/
def excitationProb (τ k : ℝ) : ℝ := Real.exp (-(2 * π * τ * Real.sin k ^ 2))
```

The density $n(\tau)$ is an integral over a continuous range of momenta, which corresponds to an infinite chain. A finite chain, with its discrete set of momenta, is not covered.

```lean
/-- Kink density: the excitation probability integrated over the momentum window
from `-π/2` to `π/2`, divided by `2π`. -/
def kinkDensity (τ : ℝ) : ℝ :=
  1 / (2 * π) * ∫ k in (-(π / 2))..(π / 2), excitationProb τ k
```

The function $f_\tau$ is written with `indicator`, which sets it to zero outside the window. The interval `Ioc` omits its left endpoint, which has no effect on the integral.

```lean
/-- Excitation probability as a function of the rescaled momentum `x = √τ k`,
set to zero outside the momentum window. -/
def scaledProfile (τ : ℝ) : ℝ → ℝ :=
  (Ioc (-(π / 2) * √τ) (π / 2 * √τ)).indicator (fun x => excitationProb τ (x / √τ))
```

## Sudden quenches and monotonicity

At `τ = 0` the integral reduces to the length of the window.

```lean
/-- A quench of zero duration leaves a kink density of one half. -/
theorem kinkDensity_zero : kinkDensity 0 = 1 / 2 := by
  have h : kinkDensity 0 = 1 / (2 * π) * (π / 2 - -(π / 2)) := by
    simp [kinkDensity, excitationProb]
  have h2 : π / 2 - -(π / 2) = π := by ring
  have hp := Real.pi_ne_zero
  rw [h, h2]
  field_simp
```

`StrictAnti` says that $s<t$ implies $n(t)<n(s)$. It is proved for all real arguments, of which only the nonnegative ones describe quenches. The proof compares the two continuous integrands and needs one momentum at which the inequality is strict; it takes $k=\pi/2$, where $\sin k=1$.

```lean
/-- The kink density is a strictly decreasing function of `τ`. -/
theorem kinkDensity_strictAnti : StrictAnti kinkDensity := by
  intro s t hst
  have hp := Real.pi_pos
  have hc : ∀ r : ℝ, Continuous (excitationProb r) := by
    intro r
    unfold excitationProb
    fun_prop
  unfold kinkDensity
  refine mul_lt_mul_of_pos_left ?_ (by positivity)
  apply intervalIntegral.integral_lt_integral_of_continuousOn_of_le_of_exists_lt
    (by linarith) (hc t).continuousOn (hc s).continuousOn
  · intro k _
    unfold excitationProb
    apply Real.exp_le_exp.mpr
    have h : 0 ≤ (t - s) * (2 * π * Real.sin k ^ 2) :=
      mul_nonneg (by linarith) (by positivity)
    linarith
  · -- the mode at the edge of the window is strictly less excited
    refine ⟨π / 2, ⟨by linarith, le_refl _⟩, ?_⟩
    unfold excitationProb
    apply Real.exp_lt_exp.mpr
    rw [Real.sin_pi_div_two]
    have h : 0 < (t - s) * (2 * π) := mul_pos (by linarith) (by positivity)
    linarith
```

## A Gaussian bound at every quench time

Mathlib states Jordan's inequality for nonnegative arguments as `Real.mul_le_sin`. The proof applies it to $k$ or to $-k$, according to sign, and squares the result.

```lean
/-- For `τ ≥ 0` and `k` in the momentum window, the excitation probability is at most `exp(-(8/π) τ
k²)`. -/
theorem excitationProb_le_gaussian {τ k : ℝ} (hτ : 0 ≤ τ) (h1 : -(π / 2) ≤ k)
    (h2 : k ≤ π / 2) : excitationProb τ k ≤ Real.exp (-(8 / π) * (τ * k ^ 2)) := by
  have hp := Real.pi_pos
  -- Jordan's inequality, squared
  have hj : (2 / π * k) ^ 2 ≤ Real.sin k ^ 2 := by
    rcases le_total 0 k with hk | hk
    · exact pow_le_pow_left₀ (by positivity) (Real.mul_le_sin hk h2) 2
    · have hk' : 0 ≤ -k := by linarith
      have h := pow_le_pow_left₀ (by positivity)
        (Real.mul_le_sin hk' (by linarith)) 2
      rw [Real.sin_neg] at h
      linarith
  have hm := mul_le_mul_of_nonneg_left hj (show 0 ≤ 2 * π * τ by positivity)
  have he : 2 * π * τ * (2 / π * k) ^ 2 = 8 / π * (τ * k ^ 2) := by
    field_simp
    try ring
  unfold excitationProb
  apply Real.exp_le_exp.mpr
  linarith
```

Inside the window, the next lemma sets $k=x/\sqrt\tau$ in that bound and uses $\tau(x/\sqrt\tau)^2=x^2$. Outside it, the profile is zero.

```lean
/-- The scaled profile is nonnegative and at most a Gaussian that does not depend on the quench
duration. -/
theorem scaledProfile_bounds {τ : ℝ} (hτ : 0 < τ) (x : ℝ) :
    0 ≤ scaledProfile τ x ∧ scaledProfile τ x ≤ Real.exp (-(8 / π) * x ^ 2) := by
  have hs : 0 < √τ := Real.sqrt_pos.mpr hτ
  unfold scaledProfile
  by_cases hx : x ∈ Ioc (-(π / 2) * √τ) (π / 2 * √τ)
  · rw [indicator_of_mem hx]
    refine ⟨(Real.exp_pos _).le, ?_⟩
    have h := excitationProb_le_gaussian hτ.le
      ((le_div_iff₀ hs).mpr hx.1.le) ((div_le_iff₀ hs).mpr hx.2)
    have he : τ * (x / √τ) ^ 2 = x ^ 2 := by
      rw [div_pow, Real.sq_sqrt hτ.le]
      field_simp
    rwa [he] at h
  · rw [indicator_of_notMem hx]
    exact ⟨le_refl _, (Real.exp_pos _).le⟩
```

The change of variables is `intervalIntegral.integral_comp_div`. After it, `integral_indicator` identifies the integral over the rescaled window with one over the whole line.

```lean
/-- The kink density times `√τ` is the integral of the scaled profile over all rescaled
momenta, divided by `2π`. -/
theorem sqrt_mul_kinkDensity {τ : ℝ} (hτ : 0 < τ) :
    √τ * kinkDensity τ = 1 / (2 * π) * ∫ x, scaledProfile τ x := by
  have hs : 0 < √τ := Real.sqrt_pos.mpr hτ
  have hp := Real.pi_pos
  have h := intervalIntegral.integral_comp_div (a := -(π / 2) * √τ) (b := π / 2 * √τ)
    (fun k => excitationProb τ k) hs.ne'
  rw [mul_div_cancel_right₀ _ hs.ne', mul_div_cancel_right₀ _ hs.ne', smul_eq_mul,
    intervalIntegral.integral_of_le (by nlinarith [mul_pos hp hs])] at h
  unfold scaledProfile kinkDensity
  rw [integral_indicator measurableSet_Ioc, h]
  ring
```

Integrating the Gaussian bound gives an estimate for every positive `τ`, with no assumption that the quench is slow. Its constant is larger than the limiting one by a factor $\pi/2$.

```lean
/-- For every positive quench duration the kink density is at most `1 / (4 √(2τ))`. -/
theorem kinkDensity_le {τ : ℝ} (hτ : 0 < τ) : kinkDensity τ ≤ 1 / (4 * √(2 * τ)) := by
  have hp := Real.pi_pos
  have hs : 0 < √τ := Real.sqrt_pos.mpr hτ
  have h2 : 0 < √(2 : ℝ) := Real.sqrt_pos.mpr (by norm_num)
  have hI : ∫ x, scaledProfile τ x ≤ ∫ x : ℝ, Real.exp (-(8 / π) * x ^ 2) :=
    integral_mono_of_nonneg (Eventually.of_forall fun x => (scaledProfile_bounds hτ x).1)
      (integrable_exp_neg_mul_sq (by positivity))
      (Eventually.of_forall fun x => (scaledProfile_bounds hτ x).2)
  have hq : π / (8 / π) = (π / (2 * √2)) ^ 2 := by
    rw [div_pow, mul_pow, Real.sq_sqrt (by norm_num : (0 : ℝ) ≤ 2), div_div_eq_mul_div]
    ring
  rw [integral_gaussian, hq, Real.sqrt_sq (by positivity)] at hI
  have h : √τ * kinkDensity τ ≤ 1 / (4 * √2) := by
    rw [sqrt_mul_kinkDensity hτ]
    calc 1 / (2 * π) * ∫ x, scaledProfile τ x
        ≤ 1 / (2 * π) * (π / (2 * √2)) := mul_le_mul_of_nonneg_left hI (by positivity)
      _ = 1 / (4 * √2) := by
        field_simp
        try norm_num
  rw [le_div_iff₀ (by positivity)] at h
  rw [Real.sqrt_mul (by norm_num : (0 : ℝ) ≤ 2), le_div_iff₀ (by positivity)]
  linarith
```

## The slow-quench limit

`Tendsto … atTop (𝓝 …)` expresses convergence as $\tau\to\infty$. The pointwise limit is obtained from the continuity of `Real.sinc`, the function $\sin y/y$ with value 1 at $y=0$, through the identity $x\,\mathrm{sinc}(x/\sqrt\tau)=\sqrt\tau\sin(x/\sqrt\tau)$. The condition $\sqrt\tau>|x|$ ensures that $x$ lies in the window.

```lean
/-- At fixed rescaled momentum the scaled profile tends to the Gaussian `exp(-2π x²)` in the
limit of slow quenches. -/
theorem scaledProfile_tendsto (x : ℝ) :
    Tendsto (fun τ => scaledProfile τ x) atTop (𝓝 (Real.exp (-(2 * π) * x ^ 2))) := by
  have hsq : Tendsto (fun τ : ℝ => √τ) atTop atTop := Real.tendsto_sqrt_atTop
  have h0 : Tendsto (fun τ : ℝ => x / √τ) atTop (𝓝 0) := tendsto_const_nhds.div_atTop hsq
  have h1 : Tendsto (fun τ : ℝ => Real.sinc (x / √τ)) atTop (𝓝 1) := by
    have h := (Real.continuous_sinc.tendsto 0).comp h0
    rw [Real.sinc_zero] at h
    exact h
  have h2 : Tendsto (fun τ : ℝ => Real.exp (-(2 * π) * (x * Real.sinc (x / √τ)) ^ 2)) atTop
      (𝓝 (Real.exp (-(2 * π) * (x * 1) ^ 2))) :=
    (Real.continuous_exp.tendsto _).comp (((h1.const_mul x).pow 2).const_mul (-(2 * π)))
  rw [mul_one] at h2
  refine h2.congr' ?_
  filter_upwards [eventually_gt_atTop (0 : ℝ), hsq.eventually_gt_atTop |x|] with τ hτ hx
  have hs : 0 < √τ := Real.sqrt_pos.mpr hτ
  -- for slow quenches the point x lies inside the rescaled window
  have hw : √τ ≤ π / 2 * √τ := by nlinarith [Real.pi_gt_three]
  have hm : x ∈ Ioc (-(π / 2) * √τ) (π / 2 * √τ) :=
    ⟨by linarith [(abs_lt.mp hx).1], by linarith [(abs_lt.mp hx).2]⟩
  have hsin : x * Real.sinc (x / √τ) = √τ * Real.sin (x / √τ) := by
    rcases eq_or_ne x 0 with rfl | hx0
    · simp
    · rw [Real.sinc_of_ne_zero (div_ne_zero hx0 hs.ne')]
      field_simp
  unfold scaledProfile
  rw [indicator_of_mem hm, hsin, mul_pow, Real.sq_sqrt hτ.le]
  unfold excitationProb
  congr 1
  ring
```

The main theorem applies dominated convergence. Its four bullets supply measurability, the Gaussian bound for positive `τ`, integrability of that Gaussian, and the pointwise limit. `integral_gaussian` then evaluates the limiting integral, and the change of variables converts the result into a statement about the density. The theorem gives the leading coefficient but no rate of convergence.

```lean
/-- In the limit of slow quenches, `τ → ∞`, the kink density times `√τ` tends to `1 / (2π√2)`. -/
theorem kibble_zurek_scaling :
    Tendsto (fun τ => √τ * kinkDensity τ) atTop (𝓝 (1 / (2 * π * √2))) := by
  have hp := Real.pi_pos
  have hI : Tendsto (fun τ => ∫ x, scaledProfile τ x) atTop
      (𝓝 (∫ x : ℝ, Real.exp (-(2 * π) * x ^ 2))) := by
    apply tendsto_integral_filter_of_dominated_convergence
      (fun x : ℝ => Real.exp (-(8 / π) * x ^ 2))
    · refine Eventually.of_forall fun τ => ?_
      have hc : Continuous (fun x : ℝ => excitationProb τ (x / √τ)) := by
        unfold excitationProb
        fun_prop
      exact (hc.measurable.indicator measurableSet_Ioc).aestronglyMeasurable
    · filter_upwards [eventually_gt_atTop (0 : ℝ)] with τ hτ
      refine Eventually.of_forall fun x => ?_
      rw [Real.norm_of_nonneg (scaledProfile_bounds hτ x).1]
      exact (scaledProfile_bounds hτ x).2
    · exact integrable_exp_neg_mul_sq (by positivity)
    · exact Eventually.of_forall scaledProfile_tendsto
  have hv : 1 / (2 * π) * ∫ x : ℝ, Real.exp (-(2 * π) * x ^ 2) = 1 / (2 * π * √2) := by
    have hq : π / (2 * π) = 2⁻¹ := by field_simp
    rw [integral_gaussian, hq, Real.sqrt_inv]
    field_simp
  rw [← hv]
  refine (hI.const_mul (1 / (2 * π))).congr' ?_
  filter_upwards [eventually_gt_atTop (0 : ℝ)] with τ hτ
  exact (sqrt_mul_kinkDensity hτ).symm
```

For the ratio, the limit is used once at `c * τ` and once at `τ`; the quotient is then divided by $\sqrt c$. The separate case of zero density at the end saves a proof of positivity, since Lean's convention for division by zero makes both sides vanish there.

```lean
/-- Making a slow quench `c` times longer multiplies the kink density by a factor that tends
to `1 / √c`. -/
theorem kinkDensity_ratio {c : ℝ} (hc : 0 < c) :
    Tendsto (fun τ => kinkDensity (c * τ) / kinkDensity τ) atTop (𝓝 (1 / √c)) := by
  have hp := Real.pi_pos
  have hL : 1 / (2 * π * √2) ≠ 0 := by positivity
  have h1 : Tendsto (fun τ => √(c * τ) * kinkDensity (c * τ)) atTop
      (𝓝 (1 / (2 * π * √2))) :=
    kibble_zurek_scaling.comp (tendsto_id.const_mul_atTop hc)
  have h2 := (h1.div kibble_zurek_scaling hL).div_const (√c)
  rw [div_self hL] at h2
  refine h2.congr' ?_
  filter_upwards [eventually_gt_atTop (0 : ℝ)] with τ hτ
  have hs : √τ ≠ 0 := (Real.sqrt_pos.mpr hτ).ne'
  have hsc : √c ≠ 0 := (Real.sqrt_pos.mpr hc).ne'
  simp only [Pi.div_apply]
  rw [Real.sqrt_mul hc.le]
  rcases eq_or_ne (kinkDensity τ) 0 with h | h
  · simp [h]
  · field_simp

end

end KibbleZurekKinks
```

```lean
#print axioms KibbleZurekKinks.kinkDensity_zero
-- 'KibbleZurekKinks.kinkDensity_zero' depends on axioms: [propext, Classical.choice, Quot.sound]
#print axioms KibbleZurekKinks.kinkDensity_strictAnti
-- 'KibbleZurekKinks.kinkDensity_strictAnti' depends on axioms: [propext, Classical.choice, Quot.sound]
#print axioms KibbleZurekKinks.kinkDensity_le
-- 'KibbleZurekKinks.kinkDensity_le' depends on axioms: [propext, Classical.choice, Quot.sound]
#print axioms KibbleZurekKinks.kinkDensity_ratio
-- 'KibbleZurekKinks.kinkDensity_ratio' depends on axioms: [propext, Classical.choice, Quot.sound]
```
